# The commutator of a spin bond with the Heisenberg operator is a sum of scalar chiralities

Take three spins $\mathbf S_0,\mathbf S_1,\mathbf S_2$ in a row: the bond operators $\mathbf S_0\cdot\mathbf S_1$ and $\mathbf S_1\cdot\mathbf S_2$ share only the middle spin, whose components do not commute with each other, and the commutator of the two bonds is $-\mathrm i\,\mathbf S_0\cdot(\mathbf S_1\times\mathbf S_2)$, with $\mathrm i$ the imaginary unit and spins measured in units of $\hbar$. The Lean file proves this for arbitrary spin and sums it over the bonds of a Heisenberg operator on a finite set of sites.

```lean
import Mathlib

open Complex
open scoped Kronecker

namespace SpinBondChirality

variable {A : Type*} [Ring A] [Algebra ℂ A] {ι : Type*}

/-- The commutator `[x, y] = x y - y x`. -/
def opComm (x y : A) : A := x * y - y * x

/-- Scalar product of two vector operators, in the order written. -/
def dot (u v : Fin 3 → A) : A := u 0 * v 0 + u 1 * v 1 + u 2 * v 2

/-- Cross product of two vector operators, in the order written. -/
def cross (u v : Fin 3 → A) : Fin 3 → A :=
  ![u 1 * v 2 - u 2 * v 1, u 2 * v 0 - u 0 * v 2, u 0 * v 1 - u 1 * v 0]

/-- The bond operator `S_i · S_j`. -/
def bond (S : ι → Fin 3 → A) (i j : ι) : A := dot (S i) (S j)

/-- The scalar chirality `S_i · (S_j × S_k)`. -/
def chirality (S : ι → Fin 3 → A) (i j k : ι) : A := dot (S i) (cross (S j) (S k))

/-- The Heisenberg operator `∑_{k,l} J(k,l) S_k · S_l` over all ordered pairs of sites. -/
def heisenberg [Fintype ι] (J : ι → ι → ℂ) (S : ι → Fin 3 → A) : A :=
  ∑ k, ∑ l, J k l • bond S k l

/-- Each site carries an su(2) triple, and components at different sites commute. -/
structure IsSpinSystem (S : ι → Fin 3 → A) : Prop where
  xy : ∀ i, S i 0 * S i 1 - S i 1 * S i 0 = I • S i 2
  yz : ∀ i, S i 1 * S i 2 - S i 2 * S i 1 = I • S i 0
  zx : ∀ i, S i 2 * S i 0 - S i 0 * S i 2 = I • S i 1
  sites : ∀ i j, i ≠ j → ∀ a b, Commute (S i a) (S j b)

variable {S : ι → Fin 3 → A}

omit [Algebra ℂ A] in
/-- `[p q, q' r] = p [q, q'] r` when `p` commutes with `q'` and `r`, and `r` with `q`. -/
theorem comm_mul_mul {p q q' r : A} (h1 : Commute r p) (h2 : Commute q' p)
    (h3 : Commute r q) :
    p * q * (q' * r) - q' * r * (p * q) = p * (q * q' - q' * q) * r := by
  have e : q' * r * (p * q) = p * q' * (q * r) :=
    calc q' * r * (p * q) = q' * (r * p) * q := by simp only [mul_assoc]
      _ = q' * (p * r) * q := by rw [h1.eq]
      _ = q' * p * (r * q) := by simp only [mul_assoc]
      _ = p * q' * (q * r) := by rw [h2.eq, h3.eq]
  rw [e]
  noncomm_ring

/-- Every component of `S_j` commutes with `S_j · S_j`. -/
theorem spin_commute_casimir (h : IsSpinSystem S) (j : ι) (a : Fin 3) :
    Commute (S j a) (bond S j j) := by
  have gen : ∀ x y z : A, x * y - y * x = I • z → z * x - x * z = I • y →
      Commute x (x * x + y * y + z * z) := by
    intro x y z h1 h3
    show x * (x * x + y * y + z * z) = (x * x + y * y + z * z) * x
    linear_combination (norm := (simp only [mul_smul_comm, smul_mul_assoc]; noncomm_ring))
      h1 * y + y * h1 - h3 * z - z * h3
  have h0 : Commute (S j 0) (bond S j j) := gen _ _ _ (h.xy j) (h.zx j)
  have e1 : bond S j j = S j 1 * S j 1 + S j 2 * S j 2 + S j 0 * S j 0 := by
    simp only [bond, dot]; abel
  have e2 : bond S j j = S j 2 * S j 2 + S j 0 * S j 0 + S j 1 * S j 1 := by
    simp only [bond, dot]; abel
  have h1 : Commute (S j 1) (bond S j j) := by rw [e1]; exact gen _ _ _ (h.yz j) (h.xy j)
  have h2 : Commute (S j 2) (bond S j j) := by rw [e2]; exact gen _ _ _ (h.zx j) (h.yz j)
  fin_cases a
  exacts [h0, h1, h2]

/-- `S_i · S_j = S_j · S_i` for different sites. -/
theorem bond_symm (h : IsSpinSystem S) {i j : ι} (hij : i ≠ j) :
    bond S i j = bond S j i := by
  simp only [bond, dot]
  rw [(h.sites i j hij 0 0).eq, (h.sites i j hij 1 1).eq, (h.sites i j hij 2 2).eq]

/-- For distinct sites, `[S_i · S_j, S_j · S_k] = -i S_i · (S_j × S_k)`. -/
theorem bond_comm_bond (h : IsSpinSystem S) {i j k : ι} (hij : i ≠ j) (hjk : j ≠ k)
    (hik : i ≠ k) : opComm (bond S i j) (bond S j k) = -I • chirality S i j k := by
  -- only the shared site j contributes to each component commutator
  have key : ∀ a b, S i a * S j a * (S j b * S k b) - S j b * S k b * (S i a * S j a)
      = S i a * (S j a * S j b - S j b * S j a) * S k b := fun a b =>
    comm_mul_mul (h.sites k i hik.symm b a) (h.sites j i hij.symm b a)
      (h.sites k j hjk.symm b a)
  have xy := h.xy j
  have yz := h.yz j
  have zx := h.zx j
  simp only [opComm, bond, chirality, dot, cross, Matrix.cons_val_zero, Matrix.cons_val_one,
    Matrix.cons_val, neg_smul, mul_sub, smul_add, smul_sub]
  linear_combination (norm := (simp only [mul_smul_comm, smul_mul_assoc]; noncomm_ring))
    key 0 0 + key 0 1 + key 0 2 + key 1 0 + key 1 1 + key 1 2 + key 2 0 + key 2 1 + key 2 2
      + S i 0 * xy * S k 1 - S i 1 * xy * S k 0 + S i 1 * yz * S k 2 - S i 2 * yz * S k 1
      + S i 2 * zx * S k 0 - S i 0 * zx * S k 2

/-- The chirality changes sign when its first two, different, sites are exchanged. -/
theorem chirality_swap (h : IsSpinSystem S) {i j : ι} (hij : i ≠ j) (k : ι) :
    chirality S j i k = -chirality S i j k := by
  have c : ∀ a b x, S j a * (S i b * x) = S i b * (S j a * x) := fun a b x => by
    rw [← mul_assoc, (h.sites j i hij.symm a b).eq, mul_assoc]
  simp only [chirality, dot, cross, Matrix.cons_val_zero, Matrix.cons_val_one,
    Matrix.cons_val, mul_sub, c]
  abel

/-- `S_j · (S_k × S_i) = S_i · (S_j × S_k)` when `i` differs from `j` and from `k`. -/
theorem chirality_cyclic (h : IsSpinSystem S) {i j k : ι} (hij : i ≠ j) (hik : i ≠ k) :
    chirality S j k i = chirality S i j k := by
  have c : ∀ a b x, S j a * (S i b * x) = S i b * (S j a * x) := fun a b x => by
    rw [← mul_assoc, (h.sites j i hij.symm a b).eq, mul_assoc]
  have d : ∀ a b, S k a * S i b = S i b * S k a := fun a b => (h.sites k i hik.symm a b).eq
  simp only [chirality, dot, cross, Matrix.cons_val_zero, Matrix.cons_val_one,
    Matrix.cons_val, mul_sub, c, d]
  abel

/-- For `i ≠ j` and arbitrary couplings, `[S_i · S_j, H]` is `-i` times the sum over the
other sites `k` of `(J_jk + J_kj - J_ik - J_ki) S_i · (S_j × S_k)`. -/
theorem bond_comm_heisenberg [Fintype ι] [DecidableEq ι] (h : IsSpinSystem S)
    (J : ι → ι → ℂ) {i j : ι} (hij : i ≠ j) :
    opComm (bond S i j) (heisenberg J S) =
      -I • ∑ k ∈ Finset.univ.filter (fun k => k ≠ i ∧ k ≠ j),
        (J j k + J k j - (J i k + J k i)) • chirality S i j k := by
  obtain ⟨g, hg⟩ : ∃ g : ι → A, ∀ k,
      g k = if k ≠ i ∧ k ≠ j then -I • chirality S i j k else 0 := ⟨_, fun _ => rfl⟩
  have gi : g i = 0 := by simp [hg]
  have gj : g j = 0 := by simp [hg]
  have cb : ∀ x, (∀ a, Commute (S i a) x) → (∀ a, Commute (S j a) x) →
      opComm (bond S i j) x = 0 := fun x h1 h2 =>
    sub_eq_zero.2 ((((h1 0).mul_left (h2 0)).add_left ((h1 1).mul_left (h2 1))).add_left
      ((h1 2).mul_left (h2 2))).eq
  have off : ∀ m k l, m ≠ k → m ≠ l → ∀ a, Commute (S m a) (bond S k l) :=
    fun m k l h1 h2 a =>
      (((h.sites m k h1 a 0).mul_right (h.sites m l h2 a 0)).add_right
        ((h.sites m k h1 a 1).mul_right (h.sites m l h2 a 1))).add_right
        ((h.sites m k h1 a 2).mul_right (h.sites m l h2 a 2))
  -- bonds attached to j give -i χ, bonds attached to i give +i χ
  have hj : ∀ l, opComm (bond S i j) (bond S j l) = g l := by
    intro l
    by_cases hli : l = i
    · rw [hli, gi, bond_symm h hij.symm]; exact sub_self _
    by_cases hlj : l = j
    · rw [hlj, gj]; exact cb _ (off i j j hij hij) (spin_commute_casimir h j)
    rw [hg, if_pos ⟨hli, hlj⟩]
    exact bond_comm_bond h hij (Ne.symm hlj) (Ne.symm hli)
  have hi : ∀ l, opComm (bond S i j) (bond S i l) = -g l := by
    intro l
    by_cases hli : l = i
    · rw [hli, gi, neg_zero]
      exact cb _ (spin_commute_casimir h i) (off j i i hij.symm hij.symm)
    by_cases hlj : l = j
    · rw [hlj, gj, neg_zero]; exact sub_self _
    rw [hg, if_pos ⟨hli, hlj⟩, bond_symm h hij,
      bond_comm_bond h hij.symm (Ne.symm hli) (Ne.symm hlj), chirality_swap h hij l, smul_neg]
  have pair : ∀ k l, opComm (bond S i j) (bond S k l) =
      (if k = j then g l else 0) + (if l = j then g k else 0)
        - (if k = i then g l else 0) - (if l = i then g k else 0) := by
    intro k l
    by_cases hkj : k = j
    · rw [hkj, hj]; simp [gj, hij.symm]
    by_cases hki : k = i
    · rw [hki, hi]; simp [gi, hij]
    by_cases hlj : l = j
    · rw [hlj, bond_symm h hkj, hj]; simp [hkj, hki, hij.symm]
    by_cases hli : l = i
    · rw [hli, bond_symm h hki, hi]; simp [hkj, hki, hij]
    rw [cb _ (off i k l (Ne.symm hki) (Ne.symm hli)) (off j k l (Ne.symm hkj) (Ne.symm hlj))]
    simp [hkj, hki, hlj, hli]
  -- linearity of the commutator, then collect the couplings
  have lin : opComm (bond S i j) (heisenberg J S) =
      ∑ k, ∑ l, J k l • opComm (bond S i j) (bond S k l) := by
    simp only [opComm, heisenberg, Finset.mul_sum, Finset.sum_mul, mul_smul_comm,
      smul_mul_assoc, smul_sub, Finset.sum_sub_distrib]
  have r : -I • ∑ k ∈ Finset.univ.filter (fun k => k ≠ i ∧ k ≠ j),
        (J j k + J k j - (J i k + J k i)) • chirality S i j k
      = ∑ k, (J j k + J k j - (J i k + J k i)) • g k := by
    rw [Finset.smul_sum, Finset.sum_filter]
    refine Finset.sum_congr rfl fun k _ => ?_
    rw [hg]
    by_cases hk : k ≠ i ∧ k ≠ j
    · rw [if_pos hk, if_pos hk]; exact smul_comm _ _ _
    · rw [if_neg hk, if_neg hk, smul_zero]
  rw [lin, r]
  simp only [pair, smul_add, smul_sub, smul_ite, smul_zero, add_smul, sub_smul,
    Finset.sum_add_distrib, Finset.sum_sub_distrib, Finset.sum_ite_irrel,
    Finset.sum_const_zero, Finset.sum_ite_eq', Finset.mem_univ, if_true]
  abel

/-- If sites `i ≠ j` have equal symmetrised couplings to every other site, then
`S_i · S_j` commutes with the Heisenberg operator. -/
theorem bond_conserved [Fintype ι] (h : IsSpinSystem S) (J : ι → ι → ℂ) {i j : ι}
    (hij : i ≠ j) (hJ : ∀ k, k ≠ i → k ≠ j → J j k + J k j = J i k + J k i) :
    opComm (bond S i j) (heisenberg J S) = 0 := by
  classical
  rw [bond_comm_heisenberg h J hij, Finset.sum_eq_zero, smul_zero]
  intro k hk
  obtain ⟨h1, h2⟩ := (Finset.mem_filter.1 hk).2
  rw [hJ k h1 h2, sub_self, zero_smul]

/-- The spin-1/2 matrices, one half of the Pauli matrices. -/
noncomputable def halfSpin : Fin 3 → Matrix (Fin 2) (Fin 2) ℂ :=
  ![!![0, 1 / 2; 1 / 2, 0], !![0, -I / 2; I / 2, 0], !![1 / 2, 0; 0, -1 / 2]]

local notation "𝟙" => (1 : Matrix (Fin 2) (Fin 2) ℂ)

/-- Three spins 1/2 acting on the threefold tensor product space. -/
noncomputable def threeSpins (i a : Fin 3) :
    Matrix (Fin 2 × Fin 2 × Fin 2) (Fin 2 × Fin 2 × Fin 2) ℂ :=
  ![halfSpin a ⊗ₖ (𝟙 ⊗ₖ 𝟙), 𝟙 ⊗ₖ (halfSpin a ⊗ₖ 𝟙), 𝟙 ⊗ₖ (𝟙 ⊗ₖ halfSpin a)] i

/-- Three spins 1/2 form a spin system, and their chirality has a matrix element `i/4`. -/
theorem threeSpins_witness : IsSpinSystem threeSpins ∧
    chirality threeSpins 0 1 2 (0, 0, 1) (0, 1, 0) = I / 4 := by
  have lift : ∀ a b c, halfSpin a * halfSpin b = halfSpin b * halfSpin a + I • halfSpin c →
      ∀ i, threeSpins i a * threeSpins i b - threeSpins i b * threeSpins i a
        = I • threeSpins i c := by
    intro a b c hs i
    rw [sub_eq_iff_eq_add']
    fin_cases i <;> simp [threeSpins, ← Matrix.mul_kronecker_mul, hs, Matrix.add_kronecker,
      Matrix.kronecker_add, Matrix.smul_kronecker, Matrix.kronecker_smul]
  refine ⟨⟨lift 0 1 2 ?_, lift 1 2 0 ?_, lift 2 0 1 ?_, ?_⟩, ?_⟩
  iterate 3
    ext i j
    fin_cases i <;> fin_cases j <;>
      simp [halfSpin, Matrix.mul_apply, Fin.sum_univ_two, Complex.ext_iff] <;> norm_num
  · intro i j
    fin_cases i <;> fin_cases j <;> intro hne a b <;>
      first
        | exact absurd rfl hne
        | simp [Commute, SemiconjBy, threeSpins, ← Matrix.mul_kronecker_mul]
  · simp only [chirality, dot, cross, threeSpins, Matrix.cons_val_zero, Matrix.cons_val_one,
      Matrix.cons_val, mul_sub, ← Matrix.mul_kronecker_mul, Matrix.one_mul, Matrix.mul_one,
      Matrix.add_apply, Matrix.sub_apply, Matrix.kroneckerMap_apply]
    simp [halfSpin, Complex.ext_iff]
    norm_num

end SpinBondChirality
```
```lean
#print axioms SpinBondChirality.chirality_cyclic
#print axioms SpinBondChirality.bond_conserved
```

```
'SpinBondChirality.chirality_cyclic' depends on axioms: [propext, Classical.choice, Quot.sound]
'SpinBondChirality.bond_conserved' depends on axioms: [propext, Classical.choice, Quot.sound]
```

## What the statements say

The operators live in `A`, an arbitrary associative complex algebra with unit, and `ι` labels the sites. `S i a` is the component $S_i^a$ of the spin at site $i$, with $a=0,1,2$ standing for $x,y,z$. `IsSpinSystem S` assumes two things: at each site $[S_i^0,S_i^1]=\mathrm i S_i^2$ and its cyclic versions, which fixes $\hbar=1$, and $[S_i^a,S_j^b]=0$ for $i\ne j$. No spin quantum number is fixed, so different sites may carry different spins.

`dot` and `cross` keep their factors in the order written. `bond S i j` is $B_{ij}=\mathbf S_i\cdot\mathbf S_j$, and `chirality S i j k` is
$$\chi_{ijk}=\mathbf S_i\cdot(\mathbf S_j\times\mathbf S_k)=\sum_{a,b,c}\varepsilon_{abc}\,S_i^aS_j^bS_k^c,$$
with $\varepsilon_{abc}$ the antisymmetric symbol and $\varepsilon_{012}=1$. `heisenberg J S` is $H=\sum_{k,l}J_{kl}B_{kl}$ with complex couplings $J_{kl}$. The sum runs over ordered pairs and includes $k=l$, so the strength of the bond between different sites $k$ and $l$ is $K_{kl}=J_{kl}+J_{lk}$.

- `bond_comm_bond`: $[B_{ij},B_{jk}]=-\mathrm i\chi_{ijk}$ for distinct $i,j,k$.
- `chirality_swap`: $\chi_{jik}=-\chi_{ijk}$ for $i\neq j$ and any $k$.
- `chirality_cyclic`: $\chi_{jki}=\chi_{ijk}$ for $i\ne j$ and $i\ne k$.
- `bond_comm_heisenberg`: on a finite site set and for $i\ne j$,
$$[B_{ij},H]=-\mathrm i\sum_{k\ne i,j}(K_{jk}-K_{ik})\,\chi_{ijk}.$$
- `bond_conserved`: $[B_{ij},H]=0$ if $i\neq j$ and $K_{jk}=K_{ik}$ for every other site $k$. With two sites the condition is empty and the bond always commutes with $H$.
- `threeSpins_witness`: three spins $\tfrac12$, as $8\times8$ Kronecker products of `halfSpin` with identity matrices, form a spin system with $\langle\uparrow\uparrow\downarrow|\chi_{012}|\uparrow\downarrow\uparrow\rangle=\mathrm i/4$. Index `0` is $\uparrow$ and `1` is $\downarrow$, so the row is `(0, 0, 1)` and the column `(0, 1, 0)`. The trivial choice $S_i^a=0$ also obeys the relations, and this matrix element exhibits a system in which the chirality is not zero.

The statements are algebraic. They involve no adjoint, states, spectrum or time evolution, $H$ is not required to be Hermitian, and the commutator of $H$ with the total spin is not treated. Anisotropic exchange and magnetic fields are not part of $H$. For real $J_{kl}$ in a finite isotropic spin model, inserting the main theorem into the Heisenberg equation $\dot B_{ij}=-\mathrm i[B_{ij},H]$ makes the rate of change of the bond operator equal to $-\sum_{k\neq i,j}(K_{jk}-K_{ik})\chi_{ijk}$.

## The derivation

Let $p,q,q',r$ be operators such that $p$ commutes with $q'$ and $r$, and $r$ commutes with $q$. Then $q'r\,pq=q'p\,rq=pq'\,qr$, and
$$[pq,q'r]=pqq'r-pq'qr=p\,[q,q']\,r .$$
For distinct $i,j,k$ put $p=S_i^a$, $q=S_j^a$, $q'=S_j^b$, $r=S_k^b$, and use $[S_j^a,S_j^b]=\mathrm i\sum_c\varepsilon_{abc}S_j^c$:
$$[B_{ij},B_{jk}]=\sum_{a,b}S_i^a[S_j^a,S_j^b]S_k^b=\mathrm i\sum_{a,b,c}\varepsilon_{abc}\,S_i^aS_j^cS_k^b=-\mathrm i\chi_{ijk}.$$
The sign comes from $\varepsilon_{abc}=-\varepsilon_{acb}$, since the chirality needs the indices in the order of the factors, here $a,c,b$.

For $i\ne j$ the factors of $\chi_{jik}=\sum\varepsilon_{abc}S_j^aS_i^bS_k^c$ may be reordered to $S_i^bS_j^aS_k^c$, and $\varepsilon_{abc}=-\varepsilon_{bac}$ gives $-\chi_{ijk}$. In $\chi_{jki}=\sum\varepsilon_{abc}S_j^aS_k^bS_i^c$ the last factor moves to the front when $i$ differs from $j$ and $k$, and $\varepsilon_{abc}=\varepsilon_{cab}$ gives $\chi_{ijk}$.

On-site terms need the Casimir property. With $x,y,z$ the components at one site, $[x,y]=\mathrm iz$ and $[x,z]=-\mathrm iy$ give
$$[x,x^2+y^2+z^2]=[x,y]y+y[x,y]+[x,z]z+z[x,z]=\mathrm i(zy+yz)-\mathrm i(yz+zy)=0,$$
and cyclic relabelling covers $y$ and $z$.

Now fix $i\ne j$ and expand $[B_{ij},H]=\sum_{k,l}J_{kl}[B_{ij},B_{kl}]$. Let $m$ be a site other than $i$ and $j$, and note $B_{kl}=B_{lk}$ for $k\neq l$.

- The pairs $(j,m)$ and $(m,j)$ give $[B_{ij},B_{jm}]=-\mathrm i\chi_{ijm}$.
- The pairs $(i,m)$ and $(m,i)$ give $[B_{ji},B_{im}]=-\mathrm i\chi_{jim}=+\mathrm i\chi_{ijm}$.
- The pairs $(i,j)$ and $(j,i)$ give $[B_{ij},B_{ij}]=0$.
- The pairs $(i,i)$ and $(j,j)$ give zero: $B_{jj}$ commutes with $\mathbf S_j$ by the Casimir property and with $\mathbf S_i$ because the sites differ, and likewise for $B_{ii}$.
- Pairs that contain neither $i$ nor $j$, whether or not $k=l$, give zero.

The coefficient of $-\mathrm i\chi_{ijm}$ is therefore $J_{jm}+J_{mj}-J_{im}-J_{mi}=K_{jm}-K_{im}$.

The matrix element of the witness takes two lines. Spin $0$ stays up, so only $S_0^2(S_1^0S_2^1-S_1^1S_2^0)$ contributes. Spin $1$ goes from $\downarrow$ to $\uparrow$, with elements $\tfrac12$ for $S^0$ and $-\tfrac{\mathrm i}2$ for $S^1$, and spin $2$ goes from $\uparrow$ to $\downarrow$, with elements $\tfrac12$ and $\tfrac{\mathrm i}2$. The result is $\tfrac12\left(\tfrac12\cdot\tfrac{\mathrm i}2+\tfrac{\mathrm i}2\cdot\tfrac12\right)=\tfrac{\mathrm i}4$.

## The proof in Lean

`comm_mul_mul` is the identity for $[pq,q'r]$; its `calc` block performs the exchanges $rp\to pr$, $q'p\to pq'$ and $rq\to qr$ in turn. In `spin_commute_casimir`, `gen` is the computation for $x,y,z$, and `e1`, `e2` reorder the three squares so that `gen` applies to the other components. `bond_symm` gives $B_{ij}=B_{ji}$. In `bond_comm_bond`, `key a b` is the identity at components $a,b$. The two symmetry lemmas use rewrite rules, `c` and in the cyclic case also `d`, that move the site-$i$ factor to the left, after which `abel` matches the six terms. The main theorem uses `chirality_swap` and does not need `chirality_cyclic`.

`bond_comm_heisenberg` packs the case list into one function `g`, equal to $-\mathrm i\chi_{ijk}$ for $k\ne i,j$ and to zero at $i$ and $j$. `cb` says that whatever commutes with all components at $i$ and $j$ commutes with $B_{ij}$, and `off` says that a spin commutes with any bond not touching its site. `hj` and `hi` establish $[B_{ij},B_{jl}]=g_l$ and $[B_{ij},B_{il}]=-g_l$ for every $l$, the degenerate values included. With $\delta$ the Kronecker delta, `pair` reads
$$[B_{ij},B_{kl}]=\delta_{kj}g_l+\delta_{lj}g_k-\delta_{ki}g_l-\delta_{li}g_k .$$
`lin` is the expansion over pairs, `r` rewrites the restricted sum as a sum of `g` over all sites, and `Finset.sum_ite_eq'` carries out the sums over the deltas. `bond_conserved` sets each coefficient to zero. In the witness, `lift` carries a $2\times2$ commutation relation to each tensor slot through `Matrix.mul_kronecker_mul`, the rule $(P\otimes Q)(P'\otimes Q')=PP'\otimes QQ'$ for matrices $P,Q,P',Q'$.

### `linear_combination` without commutativity

Both uses of the su(2) relations go through `linear_combination`. The tactic takes a combination of known equations, subtracts it from the goal, and asks a normalising procedure to show that the remainder vanishes. The default procedure assumes a commutative ring, so the file supplies its own: `mul_smul_comm` and `smul_mul_assoc` pull the scalar `I` out of products, and `noncomm_ring` expands and collects words without reordering their letters. An equation can be multiplied on either side, and the side matters. `h1 * y + y * h1 - h3 * z - z * h3` is the four-term expansion of the Casimir commutator, with minus signs because `h3` states $[z,x]$ and the expansion needs $[x,z]$. In `bond_comm_bond`, `S i 0 * xy * S k 1` inserts $[S_j^0,S_j^1]=\mathrm iS_j^2$ between $S_i^0$ and $S_k^1$, and `- S i 1 * xy * S k 0` handles the transposed pair. Six such terms cover $a\ne b$, and the three diagonal instances of `key` contain a vanishing commutator.

## When the outer sites coincide

The counter-example here and the splitting formula below are worked on paper from the theorems and are not themselves theorems of the file. Remove `hik` from `bond_comm_bond` and set $k=i$, with two spins $\tfrac12$. The left side is $[B_{ij},B_{ji}]=0$. On the right, the su(2) relations give $\mathbf S_i\times\mathbf S_i=\mathrm i\mathbf S_i$, hence
$$\chi_{iji}=\sum_{a,b,c}\varepsilon_{abc}\,S_i^aS_i^cS_j^b=-(\mathbf S_i\times\mathbf S_i)\cdot\mathbf S_j=-\mathrm iB_{ij},$$
and $-\mathrm i\chi_{iji}=-B_{ij}$, which has eigenvalue $-\tfrac14$ on $|\uparrow\uparrow\rangle$. The step that breaks is the exchange of $r=S_k^b$ with $p=S_i^a$.

## The commutator in a time-stepping calculation

For the three-spin chain $H=K_{01}B_{01}+K_{12}B_{12}$, a first-order splitting applies the bonds one after the other over a time step $\tau$. The expansion $e^Xe^Y=\exp(X+Y+\tfrac12[X,Y]+\dots)$ with $X=-\mathrm i\tau K_{01}B_{01}$ and $Y=-\mathrm i\tau K_{12}B_{12}$ has $\tfrac12[X,Y]=\tfrac{\mathrm i}2\tau^2K_{01}K_{12}\chi_{012}$. The step $e^Xe^Y$ is thus generated by $H-\tfrac\tau2K_{01}K_{12}\chi_{012}+O(\tau^2)$, and its leading error is a chirality term whose sign flips with the order of the factors.

A code that stores spins $\tfrac12$ as bit strings can test its signs on the witness element. There $B_{kl}=\tfrac12P_{kl}-\tfrac14$, with $P_{kl}$ the exchange of spins $k$ and $l$, so $[B_{01},B_{12}]=\tfrac14[P_{01},P_{12}]$. Acting on $|\uparrow\downarrow\uparrow\rangle$, $P_{01}P_{12}$ gives $|\uparrow\uparrow\downarrow\rangle$ and $P_{12}P_{01}$ gives $|\downarrow\uparrow\uparrow\rangle$. The element $\langle\uparrow\uparrow\downarrow|[B_{01},B_{12}]|\uparrow\downarrow\uparrow\rangle$ is $\tfrac14$, equal to $-\mathrm i\cdot\tfrac{\mathrm i}4$.
